# For a continuum orbital that overlaps the Dyson orbital, the length-gauge strength has a minimum over origins but no upper bound

## Orbitals, position operators and the origin

Let $V$ be a complex inner product space of bound orbitals, with $\langle u|\psi\rangle$ linear in $\psi$ and conjugate-linear in $u$. The Dyson orbital $\varphi$ is a vector in $V$. It need not be normalized.

The continuum orbital enters only through its bra $\langle k|$, a linear functional on $V$. It may therefore be a plane wave, which has no finite norm. The three position components are linear operators $X_j$ on $V$, with $j=0,1,2$ as in the code. For Gaussian-type orbitals, one suitable space is the space of Schwartz functions: multiplication by a coordinate maps it to itself, and a plane wave acts on it by integration.

```lean
import Mathlib

open scoped ComplexConjugate

namespace LengthGaugeOrigin

noncomputable section

variable {V : Type*} [NormedAddCommGroup V] [InnerProductSpace ℂ V]
```

An origin is a real vector $a=(a_0,a_1,a_2)$, and the position measured from it has components $X_j-a_j$. The length-gauge dipole component is

$$D_j(a)=\langle k|(X_j-a_j)\varphi\rangle .$$

Both orbitals stay fixed in space while $a$ varies; only the reference point of the dipole operator moves. The electron charge is left out.

In Lean, `k : V →ₗ[ℂ] ℂ` is the bra, `X : Fin 3 → V →ₗ[ℂ] V` holds the position operators, and `a : Fin 3 → ℝ` is the origin. The operators are arbitrary linear maps here. Symmetry is assumed only in the last theorem, and commutation relations are never used.

```lean
/-- Length-gauge dipole component `⟨k| (X j - a j) |φ⟩` between a continuum bra `k` and
a Dyson orbital `φ`, with the coordinate origin placed at `a`. -/
def dipole (k : V →ₗ[ℂ] ℂ) (X : Fin 3 → V →ₗ[ℂ] V) (φ : V) (a : Fin 3 → ℝ)
    (j : Fin 3) : ℂ :=
  k (X j φ - (a j : ℂ) • φ)
```

The strength is the squared norm of the dipole vector,

$$S(a)=\sum_j |D_j(a)|^2 .$$

For one continuum orbital held fixed relative to the molecule, averaging $|\varepsilon\cdot D|^2$ over all directions of a real unit polarization vector $\varepsilon$ gives $S/3$. At fixed photon energy the corresponding cross section is proportional to $S$. The energy-dependent prefactor and any sum over several continuum orbitals are left out of the model.

```lean
/-- Squared norm of the dipole vector about the origin `a`. -/
def strength (k : V →ₗ[ℂ] ℂ) (X : Fin 3 → V →ₗ[ℂ] V) (φ : V) (a : Fin 3 → ℝ) : ℝ :=
  ∑ j, ‖dipole k X φ a j‖ ^ 2
```

Write $s=\langle k|\varphi\rangle$ for the overlap and $d_j=\langle k|X_j\varphi\rangle$ for the dipole about the coordinate zero. When $s\neq0$, two quantities organize the calculation. The first is the origin $a^*$ with components

$$a^*_j=\frac{\operatorname{Re}(d_j\bar s)}{|s|^2}.$$

```lean
/-- The origin with components `Re (d j * conj s) / |s|²`, where `d j = ⟨k|X j|φ⟩` and
`s = ⟨k|φ⟩`; meant for `s ≠ 0`. -/
def bestOrigin (k : V →ₗ[ℂ] ℂ) (X : Fin 3 → V →ₗ[ℂ] V) (φ : V) (j : Fin 3) : ℝ :=
  (k (X j φ) * conj (k φ)).re / ‖k φ‖ ^ 2
```

The second is the number

$$S_{\min}=\sum_j\frac{\operatorname{Im}(d_j\bar s)^2}{|s|^2},$$

called `strengthFloor` in the code. That it is a minimum is proved below.

```lean
/-- The number `∑ j, Im (d j * conj s)² / |s|²`, where `d j = ⟨k|X j|φ⟩` and
`s = ⟨k|φ⟩`; meant for `s ≠ 0`. -/
def strengthFloor (k : V →ₗ[ℂ] ℂ) (X : Fin 3 → V →ₗ[ℂ] V) (φ : V) : ℝ :=
  ∑ j, (k (X j φ) * conj (k φ)).im ^ 2 / ‖k φ‖ ^ 2
```

Finally, for a normalized orbital $u$, the bra can be made orthogonal to $u$ by projection:

$$\langle k'|=\langle k|-\langle k|u\rangle\langle u| .$$

The two proof fields in the definition check that $\langle k'|$ is again linear, which follows from the linearity of $\langle k|$ and of the inner product in its second argument.

```lean
/-- The continuum bra with its component along `u` projected out,
`⟨k| - ⟨k|u⟩⟨u|`; meant for a normalized orbital `u`. -/
def orthogonalize (k : V →ₗ[ℂ] ℂ) (u : V) : V →ₗ[ℂ] ℂ where
  toFun ψ := k ψ - k u * inner ℂ u ψ
  map_add' x y := by
    rw [map_add, inner_add_right]
    ring
  map_smul' c x := by
    simp only [map_smul, inner_smul_right, smul_eq_mul, RingHom.id_apply]
    ring
```

## A shift of origin subtracts the overlap times the shift

By linearity of the bra,

$$D_j(a)=\langle k|X_j\varphi\rangle-a_j\langle k|\varphi\rangle=d_j-s\,a_j .$$

All the origin dependence of the dipole is in the term $s\,a_j$. The proof distributes `k` over the difference and the scalar multiple, then reorders the product.

```lean
/-- Moving the origin to `a` subtracts the overlap times `a` from the dipole vector. -/
theorem dipole_eq (k : V →ₗ[ℂ] ℂ) (X : Fin 3 → V →ₗ[ℂ] V) (φ : V) (a : Fin 3 → ℝ)
    (j : Fin 3) : dipole k X φ a j = k (X j φ) - k φ * (a j : ℂ) := by
  simp only [dipole, map_sub, map_smul, smul_eq_mul]
  ring
```

## Completing the square

Take one component, with complex $d$, nonzero complex $s$ and real $a$. Multiplying $d-sa$ by $\bar s$ makes the coefficient of $a$ real:

$$|s|^2\,|d-sa|^2=\bigl|d\bar s-|s|^2a\bigr|^2
=\operatorname{Im}(d\bar s)^2+\bigl(|s|^2a-\operatorname{Re}(d\bar s)\bigr)^2 .$$

Since $a$ is real, it affects only the second term. Division by $|s|^2$ gives

$$|d-sa|^2=\frac{\operatorname{Im}(d\bar s)^2}{|s|^2}+|s|^2\left(a-\frac{\operatorname{Re}(d\bar s)}{|s|^2}\right)^2 .$$

In the proof, `key` is the first display, checked by expanding everything into real and imaginary parts. The equations `e1` and `e2` say that multiplying the two quotients by $|s|^2$ returns their numerators. Since $|s|^2\neq0$, `mul_left_cancel₀` lets us prove the goal with both sides multiplied by $|s|^2$. There `key` rewrites the left side, and `linear_combination` finishes with `e1` and `e2`.

```lean
/-- Completing the square for one dipole component `d` with nonzero overlap `s` and a real
origin shift `a`. -/
theorem norm_sq_shift {s : ℂ} (hs : s ≠ 0) (d : ℂ) (a : ℝ) :
    ‖d - s * (a : ℂ)‖ ^ 2 = (d * conj s).im ^ 2 / ‖s‖ ^ 2
      + ‖s‖ ^ 2 * (a - (d * conj s).re / ‖s‖ ^ 2) ^ 2 := by
  have hN : ‖s‖ ^ 2 ≠ 0 := pow_ne_zero 2 (norm_ne_zero_iff.mpr hs)
  -- the identity with the denominator cleared
  have key : ‖s‖ ^ 2 * ‖d - s * (a : ℂ)‖ ^ 2
      = (d * conj s).im ^ 2 + (‖s‖ ^ 2 * a - (d * conj s).re) ^ 2 := by
    simp only [Complex.sq_norm, Complex.normSq_apply, Complex.sub_re, Complex.sub_im,
      Complex.mul_re, Complex.mul_im, Complex.conj_re, Complex.conj_im,
      Complex.ofReal_re, Complex.ofReal_im]
    ring
  have e1 : ‖s‖ ^ 2 * ((d * conj s).re / ‖s‖ ^ 2) = (d * conj s).re := by field_simp
  have e2 : ‖s‖ ^ 2 * ((d * conj s).im ^ 2 / ‖s‖ ^ 2) = (d * conj s).im ^ 2 := by
    field_simp
  apply mul_left_cancel₀ hN
  rw [key]
  generalize (d * conj s).re / ‖s‖ ^ 2 = q at e1 ⊢
  generalize (d * conj s).im ^ 2 / ‖s‖ ^ 2 = p at e2 ⊢
  linear_combination -e2 + (2 * ‖s‖ ^ 2 * a - (d * conj s).re - ‖s‖ ^ 2 * q) * e1
```

Summing over the three components gives

$$S(a)=S_{\min}+|s|^2\sum_j(a_j-a^*_j)^2 .$$

The strength is thus a paraboloid in the position of the origin, with its vertex at $a^*$ and curvature set by the squared overlap. The Lean proof merges the two sums into one and applies the shift law and the one-component identity to each term.

```lean
/-- For nonzero overlap `s = ⟨k|φ⟩` the strength is a constant plus `|s|²` times the squared
distance of the origin from `bestOrigin`. -/
theorem strength_eq (k : V →ₗ[ℂ] ℂ) (X : Fin 3 → V →ₗ[ℂ] V) (φ : V) (hs : k φ ≠ 0)
    (a : Fin 3 → ℝ) : strength k X φ a = strengthFloor k X φ
      + ‖k φ‖ ^ 2 * ∑ j, (a j - bestOrigin k X φ j) ^ 2 := by
  unfold strength strengthFloor bestOrigin
  rw [Finset.mul_sum, ← Finset.sum_add_distrib]
  apply Finset.sum_congr rfl
  intro j _
  rw [dipole_eq, norm_sq_shift hs]
```

## Every value from the minimum upwards occurs

No strength lies below $S_{\min}$, because the added term is nonnegative. Conversely, let $y\ge S_{\min}$ and move the origin from $a^*$ along the axis $j=0$ by

$$t=\frac{\sqrt{y-S_{\min}}}{|s|}.$$

Then

$$S(a)=S_{\min}+|s|^2t^2=y .$$

The set of attainable strengths is therefore exactly the half-line $[S_{\min},\infty)$. In the statement, `Set.range (strength k X φ)` is the set of strengths over all real origins, and `Set.Ici` is the closed half-line starting at its argument. The two branches of the proof are the two inclusions, and `hsum` records that only the displaced axis contributes to the sum of squares.

```lean
/-- For nonzero overlap, the strengths obtained from all real origins are exactly the
numbers at or above `strengthFloor`. -/
theorem range_strength (k : V →ₗ[ℂ] ℂ) (X : Fin 3 → V →ₗ[ℂ] V) (φ : V) (hs : k φ ≠ 0) :
    Set.range (strength k X φ) = Set.Ici (strengthFloor k X φ) := by
  ext y
  constructor
  · rintro ⟨a, rfl⟩
    rw [Set.mem_Ici, strength_eq k X φ hs]
    exact le_add_of_nonneg_right (by positivity)
  · intro hy
    have hy' : 0 ≤ y - strengthFloor k X φ := sub_nonneg.mpr hy
    have hn : ‖k φ‖ ≠ 0 := norm_ne_zero_iff.mpr hs
    -- move the origin along the first axis by the distance t
    obtain ⟨t, ht⟩ : ∃ t : ℝ, ‖k φ‖ ^ 2 * t ^ 2 = y - strengthFloor k X φ := by
      refine ⟨Real.sqrt (y - strengthFloor k X φ) / ‖k φ‖, ?_⟩
      rw [div_pow, Real.sq_sqrt hy']
      field_simp
    have hsum : ∑ j : Fin 3, ((bestOrigin k X φ j + if j = 0 then t else 0)
        - bestOrigin k X φ j) ^ 2 = t ^ 2 := by
      simp
    refine ⟨fun j => bestOrigin k X φ j + if j = 0 then t else 0, ?_⟩
    rw [strength_eq k X φ hs, hsum, ht]
    ring
```

The minimum and the absence of an upper bound can now be read off. The number $S_{\min}$ belongs to the half-line and lies below all its other elements. If some $B$ were an upper bound, then $\max(S_{\min},B+1)$ would be an attainable strength larger than $B$, a contradiction.

`IsLeast` combines two assertions: the stated sum is attained at some origin, and no origin gives less. The theorem writes the sum out in full, so that it can be read without the definition of `strengthFloor`. Its only hypothesis is `hs : k φ ≠ 0`, which says that the continuum orbital is not orthogonal to the Dyson orbital. This can happen when a plane wave or another approximate continuum function is combined with a separately computed Dyson orbital.

For photoionization intensities calculated in this one-electron model with a single continuum orbital, the length-gauge result then depends on where the coordinate system was placed, and a distant origin can make it as large as one likes.

```lean
/-- If the continuum and Dyson orbitals overlap, the length-gauge strength over all real origins has
minimum `∑ j, Im (d j * conj s)² / |s|²` and no upper bound. Here `d j = ⟨k|X j|φ⟩` and `s = ⟨k|φ⟩`.
-/
theorem strength_min_and_unbounded (k : V →ₗ[ℂ] ℂ) (X : Fin 3 → V →ₗ[ℂ] V) (φ : V)
    (hs : k φ ≠ 0) :
    IsLeast (Set.range (strength k X φ))
        (∑ j, (k (X j φ) * conj (k φ)).im ^ 2 / ‖k φ‖ ^ 2)
      ∧ ¬ BddAbove (Set.range (strength k X φ)) := by
  rw [range_strength k X φ hs]
  refine ⟨⟨le_refl (strengthFloor k X φ), fun y hy => hy⟩, ?_⟩
  rintro ⟨B, hB⟩
  have h := hB (show max (strengthFloor k X φ) (B + 1) ∈ Set.Ici (strengthFloor k X φ)
    from Set.mem_Ici.mpr (le_max_left _ _))
  linarith [le_max_right (strengthFloor k X φ) (B + 1)]
```

The minimizing origin is unique. If $S(a)=S_{\min}$, then

$$|s|^2\sum_j(a_j-a^*_j)^2=0 .$$

Since $|s|^2\neq0$, the sum vanishes. Each of its terms is a nonnegative square, so each is zero and $a=a^*$. The converse follows by substitution. The proof takes these steps in the same order: `h0` is the displayed equation, `hz` removes the factor $|s|^2$, and `hj` isolates one square.

```lean
/-- For nonzero overlap, `bestOrigin` is the only origin at which the strength equals
`strengthFloor`. -/
theorem strength_eq_floor_iff (k : V →ₗ[ℂ] ℂ) (X : Fin 3 → V →ₗ[ℂ] V) (φ : V)
    (hs : k φ ≠ 0) (a : Fin 3 → ℝ) :
    strength k X φ a = strengthFloor k X φ ↔ a = bestOrigin k X φ := by
  rw [strength_eq k X φ hs]
  constructor
  · intro h
    have h0 : ‖k φ‖ ^ 2 * ∑ j, (a j - bestOrigin k X φ j) ^ 2 = 0 := by linarith
    have hz := (mul_eq_zero.mp h0).resolve_left
      (pow_ne_zero 2 (norm_ne_zero_iff.mpr hs))
    funext j
    have hj := (Finset.sum_eq_zero_iff_of_nonneg (fun i _ => sq_nonneg _)).mp hz j
      (Finset.mem_univ j)
    exact sub_eq_zero.mp ((pow_eq_zero_iff two_ne_zero).mp hj)
  · rintro rfl
    simp
```

## Origin independence is equivalent to orthogonality

If $s=0$, the shift law reduces to $D_j(a)=d_j$, and the strength is the same about every origin. If $s\neq0$, both $S_{\min}$ and $S_{\min}+1$ are attained, so the strength is not constant. Hence

$$S(a)=S(b)\ \text{for all } a,b\quad\Longleftrightarrow\quad\langle k|\varphi\rangle=0 .$$

This theorem makes no assumption about the overlap. The proof assumes origin independence together with $s\neq0$, obtains origins `a` and `b` for the two values, and derives a contradiction from their equality.

```lean
/-- The length-gauge strength is the same for all origins exactly when the continuum
orbital is orthogonal to the Dyson orbital. -/
theorem origin_independent_iff (k : V →ₗ[ℂ] ℂ) (X : Fin 3 → V →ₗ[ℂ] V) (φ : V) :
    (∀ a b, strength k X φ a = strength k X φ b) ↔ k φ = 0 := by
  constructor
  · intro h
    by_contra hs
    -- two different values are both attained
    obtain ⟨a, ha⟩ : strengthFloor k X φ ∈ Set.range (strength k X φ) := by
      rw [range_strength k X φ hs]
      exact Set.mem_Ici.mpr le_rfl
    obtain ⟨b, hb⟩ : strengthFloor k X φ + 1 ∈ Set.range (strength k X φ) := by
      rw [range_strength k X φ hs]
      exact Set.mem_Ici.mpr (by linarith)
    linarith [h a b]
  · intro hs a b
    simp only [strength, dipole_eq, hs, zero_mul, sub_zero]
```

## Orthogonalizing the continuum removes the origin

Write the Dyson orbital as $\varphi=c\,u$ with $\|u\|=1$ and $c$ complex, so that $|c|$ is its norm. The projected bra annihilates it:

$$\langle k'|\varphi\rangle=c\langle k|u\rangle-\langle k|u\rangle\,c\,\langle u|u\rangle=0 .$$

The term containing $a_j$ therefore drops out of the dipole, which leaves

$$\langle k'|(X_j-a_j)\varphi\rangle=\langle k'|X_j\varphi\rangle
=\langle k|X_j\varphi\rangle-c\,\langle k|u\rangle\langle u|X_ju\rangle
=d_j-s\,\langle u|X_ju\rangle ,$$

where $s=c\langle k|u\rangle$. The right-hand side contains no $a$. In Lean, `huu` turns the normalization `hu : ‖u‖ = 1` into $\langle u|u\rangle=1$. The `change` step writes out the projected bra, and expansion by linearity lets the two terms with $a_j$ cancel.

```lean
/-- For a Dyson orbital `c • u` with `u` normalized, the dipole of the orthogonalized
continuum bra is given by an expression free of the origin `a`. -/
theorem orthogonalized_dipole (k : V →ₗ[ℂ] ℂ) (X : Fin 3 → V →ₗ[ℂ] V) (u : V)
    (hu : ‖u‖ = 1) (c : ℂ) (a : Fin 3 → ℝ) (j : Fin 3) :
    dipole (orthogonalize k u) X (c • u) a j
      = k (X j (c • u)) - k (c • u) * inner ℂ u (X j u) := by
  have huu : inner ℂ u u = (1 : ℂ) := by
    rw [inner_self_eq_norm_sq_to_K, hu]
    simp
  change k (X j (c • u) - (a j : ℂ) • (c • u))
    - k u * inner ℂ u (X j (c • u) - (a j : ℂ) • (c • u)) = _
  simp only [map_sub, map_smul, inner_sub_right, inner_smul_right, smul_eq_mul, huu]
  ring
```

The result has the form of the shift law, with $\langle u|X_ju\rangle$ in the place of $a_j$. For this to be a real origin, the expectation value must be real. Symmetry of the position operators, $\langle X_j\psi|\chi\rangle=\langle\psi|X_j\chi\rangle$, ensures it:

$$\overline{\langle u|X_ju\rangle}=\langle X_ju|u\rangle=\langle u|X_ju\rangle .$$

With the centroid $R_j=\langle u|X_ju\rangle$, the orthogonalized dipole about any origin $a$ is

$$\langle k'|(X_j-a_j)\varphi\rangle=d_j-s\,R_j=\langle k|(X_j-R_j)\varphi\rangle .$$

Projecting the Dyson orbital out of the continuum thus gives the same dipole as keeping the original continuum orbital and placing the origin at the centroid of the normalized Dyson orbital. This settles the choice of origin, but it does not tell us how well $\langle k'|$ approximates the true continuum state.

The hypothesis `hX` is the symmetry of each $X_j$. Since an origin in the code is a real vector, the centroid appears as the real part `(inner ℂ u (X i u)).re`, and `hr` shows that taking the real part changes nothing. The preceding theorem and the shift law then give the same expression on both sides.

```lean
/-- For symmetric position operators and normalized `u`, orthogonalizing the continuum to
the Dyson orbital `c • u` gives, about any origin, the unorthogonalized dipole taken about
the centroid `⟨u|X|u⟩`. -/
theorem orthogonalized_eq_centroid (k : V →ₗ[ℂ] ℂ) (X : Fin 3 → V →ₗ[ℂ] V)
    (hX : ∀ j, (X j).IsSymmetric) (u : V) (hu : ‖u‖ = 1) (c : ℂ) (a : Fin 3 → ℝ)
    (j : Fin 3) :
    dipole (orthogonalize k u) X (c • u) a j
      = dipole k X (c • u) (fun i => (inner ℂ u (X i u)).re) j := by
  -- the centroid is real because the position operators are symmetric
  have hr : (((inner ℂ u (X j u)).re : ℝ) : ℂ) = inner ℂ u (X j u) :=
    Complex.conj_eq_iff_re.mp (by
      rw [inner_conj_symm]
      exact hX j u u)
  rw [orthogonalized_dipole k X u hu, dipole_eq]
  simp only [hr]

end

end LengthGaugeOrigin
```

```lean
#print axioms LengthGaugeOrigin.strength_min_and_unbounded
-- 'LengthGaugeOrigin.strength_min_and_unbounded' depends on axioms: [propext, Classical.choice, Quot.sound]
#print axioms LengthGaugeOrigin.strength_eq_floor_iff
-- 'LengthGaugeOrigin.strength_eq_floor_iff' depends on axioms: [propext, Classical.choice, Quot.sound]
#print axioms LengthGaugeOrigin.origin_independent_iff
-- 'LengthGaugeOrigin.origin_independent_iff' depends on axioms: [propext, Classical.choice, Quot.sound]
#print axioms LengthGaugeOrigin.orthogonalized_eq_centroid
-- 'LengthGaugeOrigin.orthogonalized_eq_centroid' depends on axioms: [propext, Classical.choice, Quot.sound]
```
